# Exact termination of the Newton sign iteration with scalings fitted to the spectrum

For non-interacting electrons at zero temperature, with no level of the Hamiltonian H at the chemical potential μ, the one-particle density matrix projects onto the spin orbitals whose energies lie below μ. It is (1 − sign(H − μ))/2, and the matrix sign can be found by Newton's iteration, without diagonalising H. Without scaling, the iteration converges towards the sign but generally never reaches it. If the scalings are fitted to the levels of a finite matrix, it reaches the sign exactly, in at most as many steps as there are distinct distances between the levels and μ.

## Merging absolute values

For a scaling factor m > 0 and a real x ≠ 0, one step is

s_m(x) = (m x + 1/(m x))/2.

Let finitely many nonzero reals x_i have at most p distinct absolute values. The claim is that p steps with suitable scalings send every x_i to its sign. If p = 0, there are no numbers and nothing to do.

For positive x and y, subtraction gives

s_m(x) − s_m(y) = (x − y)(m² x y − 1)/(2 m x y).

Two different positive values a and b therefore have the same image exactly when m² a b = 1, that is, when m = 1/√(ab). A step keeps positive numbers positive and never increases the number of distinct values, so each such choice lowers that number by at least one. After p − 1 steps at most one value a is left, and m = 1/a sends it to (1 + 1)/2 = 1. If the values merge early, the spare steps can use m = 1. Since s_m(−x) = −s_m(x), negative numbers end at −1.

There is also a limit on how fast this can go. With t = m x > 0, the condition t + 1/t = 2 means (t − 1)² = 0, so only x = 1/m reaches 1 in the last step. In any earlier step, x shares its image only with 1/(m² x). Hence k + 1 steps can bring at most 2^k distinct positive numbers to 1.

For matrices, write H = C diag(ε_i) C†, with C unitary and ε_i the levels. Then X = H − μ = C diag(x_i) C†, where x_i = ε_i − μ, and

(m X)⁻¹ = C diag(1/(m x_i)) C†,

because C†C = CC† = 1. The matrix step thus applies s_m to each level. No level becomes zero, since t + 1/t = 0 would require t² = −1. At the end, (1 − sign(x_i))/2 is 1 below μ and 0 above.

## The iteration on real numbers

In Lean 4 with Mathlib:

```lean
import Mathlib

open Matrix

namespace ScaledNewtonSign

noncomputable section
```

The letter `m` is the scaling factor, not a mass.

```lean
/-- One scaled Newton step for the sign function, `x ↦ (m x + 1/(m x))/2`, for `m x ≠ 0`. -/
def step (m x : ℝ) : ℝ := (m * x + (m * x)⁻¹) / 2
```

`run` applies the scalings from the head of the list onwards.

```lean
/-- The scaled Newton iteration, with the scalings taken from a list in order. -/
def run : List ℝ → ℝ → ℝ
  | [], x => x
  | m :: ms, x => run ms (step m x)
```

The identity `key` is the difference formula with its denominator cleared; a vanishing product then gives the two alternatives.

```lean
/-- For a positive scaling, two positive numbers have the same image exactly when they are equal
or are reciprocal after scaling. -/
theorem step_eq_iff {m x y : ℝ} (hm : 0 < m) (hx : 0 < x) (hy : 0 < y) :
    step m x = step m y ↔ x = y ∨ m ^ 2 * x * y = 1 := by
  have key : (step m x - step m y) * (2 * m * x * y) = (x - y) * (m ^ 2 * x * y - 1) := by
    unfold step
    field_simp
    ring
  have hpos : 0 < 2 * m * x * y := by positivity
  constructor
  · intro h
    rw [h, sub_self, zero_mul] at key
    rcases mul_eq_zero.mp key.symm with h | h
    · left; linarith
    · right; linarith
  · intro h
    have h0 : (step m x - step m y) * (2 * m * x * y) = 0 := by
      rw [key]
      rcases h with h | h
      · rw [h]; ring
      · rw [h]; ring
    exact sub_eq_zero.mp ((mul_eq_zero.mp h0).resolve_right hpos.ne')
```

The next lemma settles the last step through the square (t − 1)².

```lean
/-- For positive `m` and `x`, a step lands on 1 exactly when `m` is the reciprocal of `x`. -/
theorem step_eq_one_iff {m x : ℝ} (hm : 0 < m) (hx : 0 < x) :
    step m x = 1 ↔ m * x = 1 := by
  have ht : 0 < m * x := mul_pos hm hx
  unfold step
  generalize m * x = t at ht ⊢
  constructor
  · intro h
    have hi : t * t⁻¹ = 1 := mul_inv_cancel₀ ht.ne'
    have hsq : (t - 1) ^ 2 = 0 := by linear_combination 2 * t * h - hi
    have h1 : t - 1 = 0 := pow_eq_zero_iff (two_ne_zero) |>.mp hsq
    linarith
  · intro h
    rw [h]; norm_num
```

Oddness passes from one step to the whole list by induction.

```lean
/-- The iteration is odd: reversing the sign of the input reverses the sign of the output. -/
theorem run_neg (ms : List ℝ) (x : ℝ) : run ms (-x) = -run ms x := by
  induction ms generalizing x with
  | nil => rfl
  | cons m ms ih =>
    have h : step m (-x) = -step m x := by
      unfold step
      rw [mul_neg, inv_neg]
      ring
    change run ms (step m (-x)) = -run ms (step m x)
    rw [h, ih]
```

The merging argument is an induction on p, stated for `p + 1` values and steps. `hmerge` supplies the scaling: 1 if there is already room, otherwise 1/√(ab). In the second case the image is unchanged when `a` is erased from the set, which gives the smaller count.

```lean
/-- At most `p + 1` distinct positive numbers are all brought to 1 by `p + 1` steps with
suitable positive scalings. -/
theorem positive_termination (p : ℕ) : ∀ S : Finset ℝ, (∀ x ∈ S, 0 < x) → S.card ≤ p + 1 →
    ∃ ms : List ℝ, ms.length = p + 1 ∧ (∀ m ∈ ms, 0 < m) ∧ ∀ x ∈ S, run ms x = 1 := by
  induction p with
  | zero =>
    intro S hS hc
    rcases S.eq_empty_or_nonempty with rfl | ⟨a, ha⟩
    · exact ⟨[1], by simp, by simp, by simp⟩
    · refine ⟨[a⁻¹], by simp, by simpa using hS a ha, fun x hx => ?_⟩
      have hxa : x = a := Finset.card_le_one.mp (by omega) x hx a ha
      rw [hxa]
      exact (step_eq_one_iff (inv_pos.mpr (hS a ha)) (hS a ha)).mpr
        (inv_mul_cancel₀ (hS a ha).ne')
  | succ p ih =>
    intro S hS hc
    -- one step lowers the number of distinct values
    have hmerge : ∃ m : ℝ, 0 < m ∧ (S.image (step m)).card ≤ p + 1 := by
      by_cases h1 : S.card ≤ p + 1
      · exact ⟨1, one_pos, Finset.card_image_le.trans h1⟩
      · obtain ⟨a, ha, b, hb, hab⟩ := Finset.one_lt_card.mp (show 1 < S.card by omega)
        have hpos := mul_pos (hS a ha) (hS b hb)
        have hm : 0 < (Real.sqrt (a * b))⁻¹ := inv_pos.mpr (Real.sqrt_pos.mpr hpos)
        have he := (step_eq_iff hm (hS a ha) (hS b hb)).mpr (Or.inr (by
          rw [mul_assoc, inv_pow, Real.sq_sqrt hpos.le]
          exact inv_mul_cancel₀ hpos.ne'))
        refine ⟨_, hm, ?_⟩
        have hsub : S.image (step (Real.sqrt (a * b))⁻¹) ⊆
            (S.erase a).image (step (Real.sqrt (a * b))⁻¹) := by
          intro y hy
          obtain ⟨x, hx, rfl⟩ := Finset.mem_image.mp hy
          by_cases hxa : x = a
          · rw [hxa, he]
            exact Finset.mem_image_of_mem _ (Finset.mem_erase.mpr ⟨hab.symm, hb⟩)
          · exact Finset.mem_image_of_mem _ (Finset.mem_erase.mpr ⟨hxa, hx⟩)
        have h2 := (Finset.card_le_card hsub).trans Finset.card_image_le
        rw [Finset.card_erase_of_mem ha] at h2
        omega
    obtain ⟨m, hm, hc'⟩ := hmerge
    obtain ⟨ms, hl, hp, hr⟩ := ih (S.image (step m)) (by
      intro y hy
      obtain ⟨x, hx, rfl⟩ := Finset.mem_image.mp hy
      have := hS x hx
      unfold step
      positivity) hc'
    exact ⟨m :: ms, by simp [hl], List.forall_mem_cons.mpr ⟨hm, hp⟩,
      fun x hx => hr _ (Finset.mem_image_of_mem _ hx)⟩
```

In the theorem for signed numbers, `ι` labels the finite family and the `card` hypothesis counts distinct absolute values. The sign is written as 1 for positive numbers and −1 otherwise. The proof applies the previous result to |x_i| and restores the sign by oddness.

```lean
/-- Finitely many nonzero reals with at most `p` distinct absolute values are sent exactly to
their signs by `p` scaled Newton steps with suitable positive scalings. -/
theorem finite_termination {ι : Type*} [Fintype ι] (x : ι → ℝ) (hx : ∀ i, x i ≠ 0) (p : ℕ)
    (hp : (Finset.univ.image fun i => |x i|).card ≤ p) :
    ∃ ms : List ℝ, ms.length = p ∧ (∀ m ∈ ms, 0 < m) ∧
      ∀ i, run ms (x i) = if 0 < x i then 1 else -1 := by
  have hmem : ∀ i, |x i| ∈ Finset.univ.image fun i => |x i| := fun i =>
    Finset.mem_image.mpr ⟨i, Finset.mem_univ i, rfl⟩
  cases p with
  | zero =>
    refine ⟨[], rfl, by simp, fun i => ?_⟩
    have h := Finset.card_pos.mpr ⟨_, hmem i⟩
    omega
  | succ p =>
    obtain ⟨ms, hl, hm, hr⟩ := positive_termination p _ (by
      intro y hy
      obtain ⟨i, _, rfl⟩ := Finset.mem_image.mp hy
      exact abs_pos.mpr (hx i)) hp
    refine ⟨ms, hl, hm, fun i => ?_⟩
    have h := hr _ (hmem i)
    rcases lt_or_gt_of_ne (hx i) with hi | hi
    · rw [abs_of_neg hi, run_neg] at h
      rw [if_neg hi.le.not_gt]
      linarith
    · rw [abs_of_pos hi] at h
      rw [if_pos hi, h]
```

The converse bound is again an induction. Three different numbers with one image would make two of them equal to the same reciprocal partner.

```lean
/-- If `k + 1` steps with positive scalings bring every member of a finite set of positive
numbers to 1, the set has at most `2 ^ k` members. -/
theorem card_le_two_pow (k : ℕ) : ∀ (ms : List ℝ) (S : Finset ℝ), ms.length = k + 1 →
    (∀ m ∈ ms, 0 < m) → (∀ x ∈ S, 0 < x) → (∀ x ∈ S, run ms x = 1) → S.card ≤ 2 ^ k := by
  induction k with
  | zero =>
    intro ms S hl hm hS hr
    obtain ⟨m, rfl⟩ := List.length_eq_one_iff.mp hl
    have h0 : 0 < m := hm m (by simp)
    have h1 : ∀ x ∈ S, m * x = 1 := fun x hx => (step_eq_one_iff h0 (hS x hx)).mp (hr x hx)
    rw [pow_zero]
    exact Finset.card_le_one.mpr fun x hx y hy =>
      mul_left_cancel₀ h0.ne' ((h1 x hx).trans (h1 y hy).symm)
  | succ k ih =>
    intro ms S hl hm hS hr
    cases ms with
    | nil => simp at hl
    | cons m ms =>
      obtain ⟨h0, hms⟩ := List.forall_mem_cons.mp hm
      have hi := ih ms (S.image (step m)) (by simpa using hl) hms (by
        intro y hy
        obtain ⟨x, hx, rfl⟩ := Finset.mem_image.mp hy
        have := hS x hx
        unfold step
        positivity) (by
        intro y hy
        obtain ⟨x, hx, rfl⟩ := Finset.mem_image.mp hy
        exact hr x hx)
      -- a step is at most two-to-one on positive numbers
      have hf := Finset.card_le_mul_card_image (f := step m) S 2 (by
        intro y _
        by_contra hcon
        obtain ⟨a, b, c, ha, hb, hc, hab, hac, hbc⟩ :=
          Finset.two_lt_card_iff.mp (not_le.mp hcon)
        rw [Finset.mem_filter] at ha hb hc
        have pa := hS a ha.1
        have e1 := ((step_eq_iff h0 pa (hS b hb.1)).mp (ha.2.trans hb.2.symm)).resolve_left hab
        have e2 := ((step_eq_iff h0 pa (hS c hc.1)).mp (ha.2.trans hc.2.symm)).resolve_left hac
        have hne : m ^ 2 * a ≠ 0 := by positivity
        exact hbc (mul_left_cancel₀ hne (e1.trans e2.symm)))
      rw [pow_succ]
      omega
```

## From levels to the density matrix

`ofLevels C f` builds a matrix from orbitals, the columns of `C`, and real numbers `f`, which serve as energies or as occupations.

```lean
variable {n : Type*} [Fintype n] [DecidableEq n]

/-- The matrix `C diag(f) Cᴴ` with orbitals the columns of `C` and real levels `f`. -/
def ofLevels (C : Matrix n n ℂ) (f : n → ℝ) : Matrix n n ℂ :=
  C * diagonal (fun i => (f i : ℂ)) * Cᴴ
```

The matrix step uses the full matrix inverse.

```lean
/-- The scaled Newton step `X ↦ (m X + (m X)⁻¹)/2` for matrices, for invertible `m X`. -/
def matrixStep (m : ℝ) (X : Matrix n n ℂ) : Matrix n n ℂ :=
  (1 / 2 : ℂ) • ((m : ℂ) • X + ((m : ℂ) • X)⁻¹)

/-- The matrix iteration, with the scalings taken from a list in order. -/
def matrixRun : List ℝ → Matrix n n ℂ → Matrix n n ℂ
  | [], X => X
  | m :: ms, X => matrixRun ms (matrixStep m X)
```

Linearity in the levels handles the sums and the shift by μ.

```lean
/-- For fixed orbitals, the matrix depends linearly on its levels. -/
theorem ofLevels_linear (C : Matrix n n ℂ) (a b : ℝ) (f g : n → ℝ) :
    ofLevels C (fun i => a * f i + b * g i) =
      (a : ℂ) • ofLevels C f + (b : ℂ) • ofLevels C g := by
  have hd : diagonal (fun i => ((a * f i + b * g i : ℝ) : ℂ)) =
      (a : ℂ) • diagonal (fun i => (f i : ℂ)) + (b : ℂ) • diagonal (fun i => (g i : ℂ)) := by
    ext i j
    by_cases h : i = j
    · subst h; simp
    · simp [h]
  unfold ofLevels
  rw [hd]
  simp only [Matrix.mul_add, Matrix.add_mul, Matrix.mul_smul, Matrix.smul_mul]
```

The hypothesis `hC` says that the orbitals are orthonormal; as `C` is square, it is unitary. The `calc` block is the check of the inverse made above.

```lean
/-- For orthonormal orbitals, nonzero levels and a positive scaling, the matrix step keeps the
orbitals and applies the scalar step to each level. -/
theorem matrixStep_ofLevels {C : Matrix n n ℂ} (hC : Cᴴ * C = 1) {m : ℝ} (hm : 0 < m)
    {x : n → ℝ} (hx : ∀ i, x i ≠ 0) :
    matrixStep m (ofLevels C x) = ofLevels C (fun i => step m (x i)) := by
  have hs : (m : ℂ) • ofLevels C x = ofLevels C (fun i => m * x i) := by
    have h := ofLevels_linear C m 0 x x
    simpa using h.symm
  have hinv : (ofLevels C (fun i => m * x i))⁻¹ = ofLevels C (fun i => (m * x i)⁻¹) := by
    apply Matrix.inv_eq_right_inv
    have hd : diagonal (fun i => ((m * x i : ℝ) : ℂ)) *
        diagonal (fun i => (((m * x i)⁻¹ : ℝ) : ℂ)) = 1 := by
      rw [diagonal_mul_diagonal, ← diagonal_one]
      congr 1
      funext i
      rw [← Complex.ofReal_mul, mul_inv_cancel₀ (mul_ne_zero hm.ne' (hx i)), Complex.ofReal_one]
    unfold ofLevels
    generalize diagonal (fun i => ((m * x i : ℝ) : ℂ)) = D at hd ⊢
    generalize diagonal (fun i => (((m * x i)⁻¹ : ℝ) : ℂ)) = E at hd ⊢
    calc C * D * Cᴴ * (C * E * Cᴴ) = C * D * (Cᴴ * C) * E * Cᴴ := by
          simp only [Matrix.mul_assoc]
      _ = C * (D * E) * Cᴴ := by rw [hC, Matrix.mul_one, Matrix.mul_assoc C]
      _ = 1 := by rw [hd, Matrix.mul_one, mul_eq_one_comm.mp hC]
  have e : (fun i => step m (x i)) =
      fun i => (1 / 2) * (m * x i) + (1 / 2) * (m * x i)⁻¹ := by
    funext i
    unfold step
    ring
  unfold matrixStep
  rw [hs, hinv, e, ofLevels_linear, smul_add]
  norm_num
```

Induction over the list needs every level to stay nonzero, which is the t² = −1 argument.

```lean
/-- For orthonormal orbitals, nonzero levels and positive scalings, the whole matrix iteration
acts level by level. -/
theorem matrixRun_ofLevels {C : Matrix n n ℂ} (hC : Cᴴ * C = 1) (ms : List ℝ)
    (hms : ∀ m ∈ ms, 0 < m) (x : n → ℝ) (hx : ∀ i, x i ≠ 0) :
    matrixRun ms (ofLevels C x) = ofLevels C (fun i => run ms (x i)) := by
  induction ms generalizing x with
  | nil => rfl
  | cons m ms ih =>
    obtain ⟨hm, hms'⟩ := List.forall_mem_cons.mp hms
    change matrixRun ms (matrixStep m (ofLevels C x)) = _
    rw [matrixStep_ofLevels hC hm hx]
    refine ih hms' _ fun i => ?_
    -- a step never produces a zero level
    have ht : m * x i ≠ 0 := mul_ne_zero hm.ne' (hx i)
    unfold step
    generalize m * x i = t at ht ⊢
    intro h
    have hi : t * t⁻¹ = 1 := mul_inv_cancel₀ ht
    have h2 : t ^ 2 + 1 = 0 := by linear_combination 2 * t * h - hi
    nlinarith [sq_nonneg t]
```

The final theorem starts from H − μ and obtains the projector with occupation 1 for `ε i < μ` and 0 otherwise. Degenerate levels, and levels placed symmetrically about μ, count once in `hp`.

```lean
/-- Let a Hamiltonian have orthonormal orbitals `C` and levels `ε`, none equal to `μ`, with at
most `p` distinct distances `|ε i - μ|`. Then `p` steps with suitable positive scalings, started
from `H - μ`, give exactly the projector onto the orbitals below `μ`, as `(1 - X)/2`. -/
theorem density_matrix_termination {C : Matrix n n ℂ} (hC : Cᴴ * C = 1) (ε : n → ℝ) (μ : ℝ)
    (hμ : ∀ i, ε i ≠ μ) (p : ℕ) (hp : (Finset.univ.image fun i => |ε i - μ|).card ≤ p) :
    ∃ ms : List ℝ, ms.length = p ∧ (∀ m ∈ ms, 0 < m) ∧
      (1 / 2 : ℂ) • (1 - matrixRun ms (ofLevels C ε - (μ : ℂ) • 1)) =
        ofLevels C (fun i => if ε i < μ then 1 else 0) := by
  have hx : ∀ i, ε i - μ ≠ 0 := fun i => sub_ne_zero.mpr (hμ i)
  obtain ⟨ms, hl, hm, hr⟩ := finite_termination (fun i => ε i - μ) hx p hp
  refine ⟨ms, hl, hm, ?_⟩
  have hone : ofLevels C (fun _ => 1) = 1 := by
    simp [ofLevels, mul_eq_one_comm.mp hC]
  have hshift : ofLevels C ε - (μ : ℂ) • 1 = ofLevels C (fun i => ε i - μ) := by
    have e : (fun i => ε i - μ) = fun i => 1 * ε i + (-μ) * 1 := by
      funext i
      ring
    rw [e, ofLevels_linear C 1 (-μ) ε (fun _ => 1), hone]
    simp [sub_eq_add_neg]
  -- occupations are (1 - sign)/2
  have e : (fun i => if ε i < μ then (1 : ℝ) else 0) =
      fun i => (1 / 2) * 1 + (-1 / 2) * run ms (ε i - μ) := by
    funext i
    rw [hr i]
    rcases lt_or_gt_of_ne (hμ i) with h | h
    · rw [if_pos h, if_neg (by linarith)]
      norm_num
    · rw [if_neg (by linarith), if_pos (by linarith)]
      norm_num
  rw [hshift, matrixRun_ofLevels hC ms hm _ hx, e,
    ofLevels_linear C (1 / 2) (-1 / 2) (fun _ => 1) (fun i => run ms (ε i - μ)), hone]
  push_cast
  module

end

end ScaledNewtonSign
```

```lean
#print axioms ScaledNewtonSign.finite_termination
-- 'ScaledNewtonSign.finite_termination' depends on axioms: [propext, Classical.choice, Quot.sound]
#print axioms ScaledNewtonSign.card_le_two_pow
-- 'ScaledNewtonSign.card_le_two_pow' depends on axioms: [propext, Classical.choice, Quot.sound]
#print axioms ScaledNewtonSign.density_matrix_termination
-- 'ScaledNewtonSign.density_matrix_termination' depends on axioms: [propext, Classical.choice, Quot.sound]
```

The theorem says that suitable scalings exist, and the proof builds them from the distances |ε_i − μ|. A practical calculation does not normally know these distances in advance, and its arithmetic is rounded. For a finite one-electron Hamiltonian in an orthonormal basis, with no level at μ and in exact arithmetic, the result gives a number of steps that ideal scaling never needs to exceed.
